# If discs of radius R centred on a planar lattice cover the plane, the lattice cell has area at most (3√3/2)R²

I am looking for the sparsest sampling grid, and an upper limit on the cell area that some grid reaches would end the search. I sample the energy of an adatom over a flat surface on a lattice of positions, and I want every position to lie within $R$ of a sample. A square grid with spacing $\sqrt2R$ does this with cell area $2R^2$. Some skewed grids do better, and there are endlessly many cell shapes left to try. Is there a largest possible cell area, and what does a lattice that reaches it look like?

## The limit and the 60-degree cell

Yes: the cell area is at most $\frac{3\sqrt3}{2}R^2\approx2.598\,R^2$, and a lattice that reaches this value is triangular.

Let $u,v$ be basis vectors, the columns of $A$. Write $a=|u|^2$, $c=|v|^2$, $b=u\cdot v$ and $D=\det A\neq0$, so that $D^2=ac-b^2$ and the cell area is $|D|$.

**Choose a good basis.** If $b<0$, replace $v$ by $-v$. If $b>a$, replace $v$ by $v-u$. This changes $b$ to $b-a>0$ and $c$ to $c-2b+a<c$, and it keeps the lattice and $|D|$. If $b>c$, subtract $v$ from $u$ in the same way. The squared lengths never exceed the initial sum $S=a+c$, and $ac\ge D^2$, so each step lowers $b$ by at least $D^2/S$. Since $b$ stays non-negative, the process stops, with
$$0\le b\le a,\qquad b\le c.$$
The triangle $0,u,v$ then has no obtuse angle.

**Find a point far from the lattice.** The circumcentre $p$ of this triangle satisfies $p\cdot u=a/2$ and $p\cdot v=c/2$. Let $\rho=|p|$ be the circumradius. For integers $m,n$, expanding the square gives
$$\begin{aligned}|p-mu-nv|^2&=\rho^2+a\,m(m-1)+c\,n(n-1)+2bmn\\&=\rho^2+(a-b)\,m(m-1)+(c-b)\,n(n-1)\\&\quad+b\,(m+n)(m+n-1).\end{aligned}$$
Since $k(k-1)\ge0$ for every integer $k$, no lattice point is closer to $p$ than $\rho$. Some lattice point lies within $R$ of $p$, so $\rho^2\le R^2$.

**Compare with the area.** The squared sides sum to $T=a+c+|u-v|^2=2(a+c-b)$. Two identities hold:
$$9\rho^2-T=|3p-u-v|^2,$$
$$T^2=12D^2+(a+c-4b)^2+3(a-c)^2.$$
Hence $2\sqrt3\,|D|\le T\le9\rho^2\le9R^2$, which is the stated limit. Dividing disc area by cell area gives the covering density
$$\frac{\pi R^2}{|D|}\ge\frac{2\pi}{\sqrt{27}}\approx1.209.$$

If $|D|$ reaches the limit, both squares in the second identity vanish. Then $a=c$ and $b=a/2$: two equally long vectors at 60 degrees. Conversely, the triangular lattice with side $\sqrt3R$ does cover the plane and reaches the limit; this is an elementary check that I leave outside the Lean proof.

## What the Lean theorems say

`lattice A` is the set of integer combinations of the columns of `A`, so `A i j` is component `i` of basis vector `j`, with indices 0 and 1. For singular `A` this set need not be a lattice in the usual sense. `Covers A R` says that every point of the Euclidean plane has a lattice point at distance at most `R`, so the discs are closed. The numbers $a,b,c$ are `gram A 0 0`, `gram A 0 1` and `gram A 1 1`; $T$ is `sideSum A` and $\rho^2$ is `circumradiusSq A`.

- `abs_det_le_of_covers` is the area limit. It needs neither $R>0$ nor an invertible `A`.
- `coveringDensity_ge` is the density bound, for `A.det ≠ 0`.
- `triangular_of_optimal` gives the 60-degree basis when the limit is reached.

For sampling a function of two variables, this limits how sparse a grid can be, provided that the grid is a lattice filling the whole plane. Irregular point sets and higher dimensions need other arguments. That your energy tolerance translates into one distance $R$, equal in all directions, is an assumption about the energy surface.

```lean
import Mathlib

open Matrix

namespace LatticeCoveringDensity

noncomputable section

/-- The Euclidean plane. -/
abbrev Plane := EuclideanSpace ℝ (Fin 2)

/-- The lattice of all integer combinations of the two columns of `A`. -/
def lattice (A : Matrix (Fin 2) (Fin 2) ℝ) : Set Plane :=
  {x | ∃ m n : ℤ, ∀ i, x i = m * A i 0 + n * A i 1}

/-- Discs of radius `R` around the lattice points cover the plane. -/
def Covers (A : Matrix (Fin 2) (Fin 2) ℝ) (R : ℝ) : Prop :=
  ∀ p : Plane, ∃ x ∈ lattice A, dist p x ≤ R

/-- Disc area per cell area, for a basis matrix `A` with nonzero determinant. -/
def coveringDensity (A : Matrix (Fin 2) (Fin 2) ℝ) (R : ℝ) : ℝ :=
  Real.pi * R ^ 2 / |A.det|

/-- The scalar product of the basis vectors `i` and `j`. -/
def gram (A : Matrix (Fin 2) (Fin 2) ℝ) (i j : Fin 2) : ℝ :=
  A 0 i * A 0 j + A 1 i * A 1 j

/-- The triangle spanned by the two basis vectors has no obtuse angle. -/
def NonObtuse (A : Matrix (Fin 2) (Fin 2) ℝ) : Prop :=
  0 ≤ gram A 0 1 ∧ gram A 0 1 ≤ gram A 0 0 ∧ gram A 0 1 ≤ gram A 1 1

/-- The sum of the squared sides of the triangle spanned by the basis vectors. -/
def sideSum (A : Matrix (Fin 2) (Fin 2) ℝ) : ℝ :=
  gram A 0 0 + gram A 1 1 + (gram A 0 0 + gram A 1 1 - 2 * gram A 0 1)

/-- The squared circumradius of the triangle spanned by the basis vectors, for `A` with
nonzero determinant. -/
def circumradiusSq (A : Matrix (Fin 2) (Fin 2) ℝ) : ℝ :=
  gram A 0 0 * gram A 1 1 * (gram A 0 0 + gram A 1 1 - 2 * gram A 0 1) / (4 * A.det ^ 2)

/-- An integer change of basis with determinant `1` or `-1` keeps the lattice and the
squared cell area. -/
theorem lattice_change_basis (A B : Matrix (Fin 2) (Fin 2) ℝ) (p q r s : ℤ)
    (he : (p * s - q * r) ^ 2 = 1) (h0 : ∀ i, B i 0 = p * A i 0 + q * A i 1)
    (h1 : ∀ i, B i 1 = r * A i 0 + s * A i 1) :
    lattice B = lattice A ∧ B.det ^ 2 = A.det ^ 2 := by
  have he' : ((p : ℝ) * s - q * r) ^ 2 = 1 := by exact_mod_cast he
  constructor
  · ext x
    constructor
    · rintro ⟨m, n, h⟩
      refine ⟨p * m + r * n, q * m + s * n, fun i => ?_⟩
      rw [h i, h0 i, h1 i]
      push_cast
      ring
    · rintro ⟨m, n, h⟩
      refine ⟨(p * s - q * r) * (s * m - r * n), (p * s - q * r) * (p * n - q * m),
        fun i => ?_⟩
      rw [h i, h0 i, h1 i]
      push_cast
      linear_combination (-(m * A i 0 + n * A i 1)) * he'
  · simp only [Matrix.det_fin_two, h0, h1]
    linear_combination (A 0 0 * A 1 1 - A 0 1 * A 1 0) ^ 2 * he'

/-- Every lattice with an invertible basis matrix has a basis of the same squared cell area whose
triangle has no obtuse angle. -/
theorem exists_nonObtuse_basis (A : Matrix (Fin 2) (Fin 2) ℝ) (hA : A.det ≠ 0) :
    ∃ B, lattice B = lattice A ∧ B.det ^ 2 = A.det ^ 2 ∧ NonObtuse B := by
  have nn : ∀ (M : Matrix (Fin 2) (Fin 2) ℝ) (i : Fin 2), 0 ≤ gram M i i :=
    fun M i => add_nonneg (mul_self_nonneg _) (mul_self_nonneg _)
  have gd : ∀ M : Matrix (Fin 2) (Fin 2) ℝ,
      M.det ^ 2 = gram M 0 0 * gram M 1 1 - gram M 0 1 ^ 2 := by
    intro M
    simp only [gram, Matrix.det_fin_two]
    ring
  -- each subtraction lowers the scalar product by at least `δ`
  have descent : ∀ S δ : ℝ, 0 < S → ∀ n : ℕ, ∀ M : Matrix (Fin 2) (Fin 2) ℝ,
      δ * S ≤ M.det ^ 2 → gram M 0 0 ≤ S → gram M 1 1 ≤ S → 0 ≤ gram M 0 1 →
      gram M 0 1 ≤ n * δ →
      ∃ B, lattice B = lattice M ∧ B.det ^ 2 = M.det ^ 2 ∧ NonObtuse B := by
    intro S δ hS n
    induction n with
    | zero =>
      intro M _ _ _ hb hn
      have hz : gram M 0 1 ≤ 0 := by simpa using hn
      exact ⟨M, rfl, rfl, hb, hz.trans (nn M 0), hz.trans (nn M 1)⟩
    | succ n ih =>
      intro M hd ha hc hb hn
      push_cast at hn
      by_cases h1 : gram M 0 0 < gram M 0 1
      · obtain ⟨B, e0, e1⟩ : ∃ B : Matrix (Fin 2) (Fin 2) ℝ,
            (∀ i, B i 0 = M i 0) ∧ ∀ i, B i 1 = M i 1 - M i 0 :=
          ⟨Matrix.of fun i => ![M i 0, M i 1 - M i 0], fun _ => rfl, fun _ => rfl⟩
        obtain ⟨hl, hdet⟩ := lattice_change_basis M B 1 0 (-1) 1 (by norm_num)
          (fun i => by rw [e0]; push_cast; ring) (fun i => by rw [e1]; push_cast; ring)
        have g0 : gram B 0 0 = gram M 0 0 := by simp only [gram, e0]
        have g1 : gram B 0 1 = gram M 0 1 - gram M 0 0 := by
          simp only [gram, e0, e1]; ring
        have g2 : gram B 1 1 = gram M 1 1 - 2 * gram M 0 1 + gram M 0 0 := by
          simp only [gram, e1]; ring
        have hδ : δ ≤ gram M 0 0 := le_of_mul_le_mul_right (by
          nlinarith [gd M, mul_le_mul_of_nonneg_left hc (nn M 0), sq_nonneg (gram M 0 1)]) hS
        obtain ⟨C, c1, c2, c3⟩ := ih B (by rw [hdet]; exact hd) (by linarith)
          (by linarith) (by linarith) (by linarith)
        exact ⟨C, c1.trans hl, c2.trans hdet, c3⟩
      · by_cases h2 : gram M 1 1 < gram M 0 1
        · obtain ⟨B, e0, e1⟩ : ∃ B : Matrix (Fin 2) (Fin 2) ℝ,
              (∀ i, B i 0 = M i 0 - M i 1) ∧ ∀ i, B i 1 = M i 1 :=
            ⟨Matrix.of fun i => ![M i 0 - M i 1, M i 1], fun _ => rfl, fun _ => rfl⟩
          obtain ⟨hl, hdet⟩ := lattice_change_basis M B 1 (-1) 0 1 (by norm_num)
            (fun i => by rw [e0]; push_cast; ring) (fun i => by rw [e1]; push_cast; ring)
          have g0 : gram B 0 0 = gram M 0 0 - 2 * gram M 0 1 + gram M 1 1 := by
            simp only [gram, e0]; ring
          have g1 : gram B 0 1 = gram M 0 1 - gram M 1 1 := by
            simp only [gram, e0, e1]; ring
          have g2 : gram B 1 1 = gram M 1 1 := by simp only [gram, e1]
          have hδ : δ ≤ gram M 1 1 := le_of_mul_le_mul_right (by
            nlinarith [gd M, mul_le_mul_of_nonneg_right ha (nn M 1),
              sq_nonneg (gram M 0 1)]) hS
          obtain ⟨C, c1, c2, c3⟩ := ih B (by rw [hdet]; exact hd) (by linarith)
            (by linarith) (by linarith) (by linarith)
          exact ⟨C, c1.trans hl, c2.trans hdet, c3⟩
        · exact ⟨M, rfl, rfl, hb, not_lt.mp h1, not_lt.mp h2⟩
  have main : ∀ M : Matrix (Fin 2) (Fin 2) ℝ, M.det ≠ 0 → 0 ≤ gram M 0 1 →
      ∃ B, lattice B = lattice M ∧ B.det ^ 2 = M.det ^ 2 ∧ NonObtuse B := by
    intro M hM hb
    have hd : 0 < M.det ^ 2 := by positivity
    have hS : 0 < gram M 0 0 + gram M 1 1 := by
      by_contra h
      have hz : gram M 0 0 = 0 := by linarith [nn M 0, nn M 1]
      have := gd M
      rw [hz] at this
      nlinarith [sq_nonneg (gram M 0 1)]
    have hδ := div_pos hd hS
    obtain ⟨n, hn⟩ := exists_nat_ge (gram M 0 1 / (M.det ^ 2 / (gram M 0 0 + gram M 1 1)))
    exact descent _ _ hS n M (div_mul_cancel₀ _ hS.ne').le (by linarith [nn M 1])
      (by linarith [nn M 0]) hb ((div_le_iff₀ hδ).mp hn)
  rcases le_total 0 (gram A 0 1) with hb | hb
  · exact main A hA hb
  · -- reverse the second vector to make the scalar product non-negative
    obtain ⟨B, e0, e1⟩ : ∃ B : Matrix (Fin 2) (Fin 2) ℝ,
        (∀ i, B i 0 = A i 0) ∧ ∀ i, B i 1 = -A i 1 :=
      ⟨Matrix.of fun i => ![A i 0, -A i 1], fun _ => rfl, fun _ => rfl⟩
    obtain ⟨hl, hdet⟩ := lattice_change_basis A B 1 0 0 (-1) (by norm_num)
      (fun i => by rw [e0]; push_cast; ring) (fun i => by rw [e1]; push_cast; ring)
    have g1 : gram B 0 1 = -gram A 0 1 := by simp only [gram, e0, e1]; ring
    have hB : B.det ≠ 0 := by
      intro h
      rw [h] at hdet
      exact pow_ne_zero 2 hA (by linarith)
    obtain ⟨C, c1, c2, c3⟩ := main B hB (by linarith)
    exact ⟨C, c1.trans hl, c2.trans hdet, c3⟩

/-- If the basis triangle is non-degenerate and has no obtuse angle, some point of the plane
is at least its circumradius away from every lattice point. -/
theorem exists_hole (A : Matrix (Fin 2) (Fin 2) ℝ) (hA : A.det ≠ 0) (h : NonObtuse A) :
    ∃ p : Plane, ∀ x ∈ lattice A, circumradiusSq A ≤ dist p x ^ 2 := by
  obtain ⟨k, hk⟩ : ∃ k : ℝ, 2 * A.det * k = 1 :=
    ⟨(2 * A.det)⁻¹, mul_inv_cancel₀ (mul_ne_zero two_ne_zero hA)⟩
  -- the circumcentre
  obtain ⟨p, hp0, hp1⟩ : ∃ p : Plane,
      p 0 = k * (gram A 0 0 * A 1 1 - gram A 1 1 * A 1 0) ∧
      p 1 = k * (gram A 1 1 * A 0 0 - gram A 0 0 * A 0 1) := ⟨!₂[_, _], rfl, rfl⟩
  have hc : circumradiusSq A = k ^ 2 *
      (gram A 0 0 * gram A 1 1 * (gram A 0 0 + gram A 1 1 - 2 * gram A 0 1)) := by
    rw [circumradiusSq, div_eq_iff (by positivity)]
    linear_combination (-(gram A 0 0 * gram A 1 1 *
      (gram A 0 0 + gram A 1 1 - 2 * gram A 0 1))) * (2 * A.det * k + 1) * hk
  have hn : p 0 ^ 2 + p 1 ^ 2 = circumradiusSq A := by
    rw [hc, hp0, hp1]
    simp only [gram]
    ring
  rw [Matrix.det_fin_two] at hk
  have hu : p 0 * A 0 0 + p 1 * A 1 0 = gram A 0 0 / 2 := by
    rw [hp0, hp1]
    linear_combination gram A 0 0 / 2 * hk
  have hv : p 0 * A 0 1 + p 1 * A 1 1 = gram A 1 1 / 2 := by
    rw [hp0, hp1]
    linear_combination gram A 1 1 / 2 * hk
  have hint : ∀ j : ℤ, 0 ≤ (j : ℝ) * (j - 1) := by
    intro j
    have : 0 ≤ j * (j - 1) := by
      rcases le_or_gt j 0 with hj | hj
      · nlinarith
      · exact mul_nonneg hj.le (by omega)
    exact_mod_cast this
  refine ⟨p, ?_⟩
  rintro x ⟨m, n, hx⟩
  have hdist : dist p x ^ 2 = (p 0 - x 0) ^ 2 + (p 1 - x 1) ^ 2 := by
    rw [EuclideanSpace.dist_eq, Real.sq_sqrt (by positivity)]
    simp only [Fin.sum_univ_two, Real.dist_eq, sq_abs]
  -- the squared distance exceeds the squared circumradius by a sum of non-negative terms
  have key : dist p x ^ 2 = circumradiusSq A
      + ((gram A 0 0 - gram A 0 1) * (m * (m - 1)) + (gram A 1 1 - gram A 0 1) * (n * (n - 1))
      + gram A 0 1 * ((m + n) * (m + n - 1))) := by
    rw [hdist, hx 0, hx 1]
    simp only [gram] at hu hv ⊢
    linear_combination hn - 2 * m * hu - 2 * n * hv
  have t1 := mul_nonneg (sub_nonneg.mpr h.2.1) (hint m)
  have t2 := mul_nonneg (sub_nonneg.mpr h.2.2) (hint n)
  have t3 := mul_nonneg h.1 (hint (m + n))
  push_cast at t3
  linarith

/-- In a non-degenerate triangle the squared sides sum to at most nine times the squared
circumradius. -/
theorem sideSum_le (A : Matrix (Fin 2) (Fin 2) ℝ) (hA : A.det ≠ 0) :
    sideSum A ≤ 9 * circumradiusSq A := by
  -- this difference is `4 * A.det ^ 2` times the squared distance of circumcentre and orthocentre
  have id : 9 * (gram A 0 0 * gram A 1 1 * (gram A 0 0 + gram A 1 1 - 2 * gram A 0 1))
      - sideSum A * (4 * A.det ^ 2) =
      (3 * (gram A 0 0 * A 1 1 - gram A 1 1 * A 1 0) - 2 * A.det * (A 0 0 + A 0 1)) ^ 2
      + (3 * (gram A 1 1 * A 0 0 - gram A 0 0 * A 0 1)
        - 2 * A.det * (A 1 0 + A 1 1)) ^ 2 := by
    simp only [sideSum, gram, Matrix.det_fin_two]
    ring
  rw [circumradiusSq, ← mul_div_assoc, le_div_iff₀ (by positivity)]
  refine sub_nonneg.mp ?_
  rw [id]
  positivity

/-- The squared side sum exceeds twelve times the squared cell area by two squares, which
measure the deviation from an equilateral triangle. -/
theorem sideSum_sq (A : Matrix (Fin 2) (Fin 2) ℝ) :
    sideSum A ^ 2 = 12 * A.det ^ 2 + (gram A 0 0 + gram A 1 1 - 4 * gram A 0 1) ^ 2
      + 3 * (gram A 0 0 - gram A 1 1) ^ 2 := by
  simp only [sideSum, gram, Matrix.det_fin_two]
  ring

/-- Weitzenböck's inequality: the squared sides of a triangle sum to at least `2 √3` times
the area of the cell spanned by two of its sides. -/
theorem weitzenboeck (A : Matrix (Fin 2) (Fin 2) ℝ) :
    2 * √3 * |A.det| ≤ sideSum A := by
  have hT : 0 ≤ sideSum A := by
    have : sideSum A = A 0 0 ^ 2 + A 1 0 ^ 2 + A 0 1 ^ 2 + A 1 1 ^ 2
        + (A 0 0 - A 0 1) ^ 2 + (A 1 0 - A 1 1) ^ 2 := by
      simp only [sideSum, gram]
      ring
    rw [this]
    positivity
  have hs : (2 * √3 * |A.det|) ^ 2 = 12 * A.det ^ 2 := by
    rw [mul_pow, mul_pow, Real.sq_sqrt (by norm_num), sq_abs]
    ring
  refine (le_abs_self _).trans (abs_le_of_sq_le_sq ?_ hT)
  rw [hs, sideSum_sq]
  nlinarith [sq_nonneg (gram A 0 0 + gram A 1 1 - 4 * gram A 0 1),
    sq_nonneg (gram A 0 0 - gram A 1 1)]

/-- If discs of radius `R` around a lattice with invertible basis matrix cover the plane, the
lattice has a basis of the same cell area for which the squared sides of the triangle spanned by the
basis vectors sum to at most `9 R ^ 2`. -/
theorem exists_basis_sideSum_le (A : Matrix (Fin 2) (Fin 2) ℝ) (R : ℝ) (hA : A.det ≠ 0)
    (h : Covers A R) :
    ∃ B, lattice B = lattice A ∧ |B.det| = |A.det| ∧ sideSum B ≤ 9 * R ^ 2 := by
  obtain ⟨B, hl, hd, hB⟩ := exists_nonObtuse_basis A hA
  have habs : |B.det| = |A.det| := (sq_eq_sq_iff_abs_eq_abs _ _).mp hd
  have hB0 : B.det ≠ 0 := by
    rw [← abs_pos, habs]
    exact abs_pos.mpr hA
  obtain ⟨p, hp⟩ := exists_hole B hB0 hB
  obtain ⟨x, hx, hxR⟩ := h p
  have h1 := hp x (by rw [hl]; exact hx)
  have h2 : dist p x ^ 2 ≤ R ^ 2 := pow_le_pow_left₀ dist_nonneg hxR 2
  exact ⟨B, hl, habs, by linarith [sideSum_le B hB0]⟩

/-- If every point of the plane lies within `R` of the lattice, the cell area is at most
`(3 √3 / 2) R ^ 2`. -/
theorem abs_det_le_of_covers (A : Matrix (Fin 2) (Fin 2) ℝ) (R : ℝ) (h : Covers A R) :
    |A.det| ≤ 3 * √3 / 2 * R ^ 2 := by
  by_cases hA : A.det = 0
  · rw [hA, abs_zero]
    positivity
  · obtain ⟨B, -, hd, hT⟩ := exists_basis_sideSum_le A R hA h
    have hw := (weitzenboeck B).trans hT
    rw [hd] at hw
    have hs : √3 * √3 = 3 := Real.mul_self_sqrt (by norm_num)
    have h1 := mul_le_mul_of_nonneg_left hw (Real.sqrt_nonneg 3)
    have h2 : √3 * (2 * √3 * |A.det|) = 6 * |A.det| := by
      linear_combination 2 * |A.det| * hs
    linarith

/-- Every covering of the plane by equal discs centred on a lattice with invertible basis
matrix has density at least `2 π / √27`. -/
theorem coveringDensity_ge (A : Matrix (Fin 2) (Fin 2) ℝ) (R : ℝ) (hA : A.det ≠ 0)
    (h : Covers A R) : 2 * Real.pi / √27 ≤ coveringDensity A R := by
  have h27 : √27 = 3 * √3 := by
    rw [show (27 : ℝ) = 3 ^ 2 * 3 by norm_num, Real.sqrt_mul (by positivity),
      Real.sqrt_sq (by norm_num)]
  rw [coveringDensity, h27, div_le_div_iff₀ (by positivity) (abs_pos.mpr hA)]
  have := mul_le_mul_of_nonneg_left (abs_det_le_of_covers A R h) Real.pi_pos.le
  linarith

/-- If a covering lattice with invertible basis matrix attains the largest cell area
`(3 √3 / 2) R ^ 2`, it has a basis of two equally long vectors at 60 degrees. -/
theorem triangular_of_optimal (A : Matrix (Fin 2) (Fin 2) ℝ) (R : ℝ) (hA : A.det ≠ 0)
    (h : Covers A R) (hopt : |A.det| = 3 * √3 / 2 * R ^ 2) :
    ∃ B, lattice B = lattice A ∧ gram B 0 0 = gram B 1 1 ∧
      gram B 0 1 = gram B 0 0 / 2 := by
  obtain ⟨B, hl, hd, hT⟩ := exists_basis_sideSum_le A R hA h
  have hs : √3 * √3 = 3 := Real.mul_self_sqrt (by norm_num)
  have h9 : 2 * √3 * |B.det| = 9 * R ^ 2 := by
    rw [hd, hopt]
    linear_combination 3 * R ^ 2 * hs
  -- equality holds in Weitzenböck's inequality
  have hE : sideSum B = 2 * √3 * |B.det| := le_antisymm (by linarith) (weitzenboeck B)
  have hsq : sideSum B ^ 2 = 12 * B.det ^ 2 := by
    rw [hE, mul_pow, mul_pow, Real.sq_sqrt (by norm_num), sq_abs]
    ring
  have hsum := sideSum_sq B
  have q1 := sq_nonneg (gram B 0 0 + gram B 1 1 - 4 * gram B 0 1)
  have q2 := sq_nonneg (gram B 0 0 - gram B 1 1)
  have e1 : gram B 0 0 + gram B 1 1 - 4 * gram B 0 1 = 0 :=
    pow_eq_zero_iff two_ne_zero |>.mp (by linarith)
  have e2 : gram B 0 0 - gram B 1 1 = 0 :=
    pow_eq_zero_iff two_ne_zero |>.mp (by linarith)
  exact ⟨B, hl, by linarith, by linarith⟩

end

end LatticeCoveringDensity
```

```lean
#print axioms LatticeCoveringDensity.exists_basis_sideSum_le
-- 'LatticeCoveringDensity.exists_basis_sideSum_le' depends on axioms: [propext, Classical.choice, Quot.sound]
#print axioms LatticeCoveringDensity.coveringDensity_ge
-- 'LatticeCoveringDensity.coveringDensity_ge' depends on axioms: [propext, Classical.choice, Quot.sound]
#print axioms LatticeCoveringDensity.triangular_of_optimal
-- 'LatticeCoveringDensity.triangular_of_optimal' depends on axioms: [propext, Classical.choice, Quot.sound]
```

## From the calculation to the code

`lattice_change_basis` shows that an integer basis change of determinant $\pm1$ keeps the lattice and $D^2$, by writing out the coefficients in both directions. `exists_nonObtuse_basis` is the reduction. Its inner statement `descent` is an induction on a natural number `n` with $b\le n\delta$, where $\delta=D^2/S$; each subtraction uses up one unit of `n`.

`exists_hole` writes the circumcentre in coordinates. There `hu` and `hv` are the two conditions on $p$, `key` is the expanded distance, and `hint` is $k(k-1)\ge0$.

`sideSum_le` and `sideSum_sq` contain the two identities, the first multiplied by $4D^2$; `ring` verifies both. `weitzenboeck` takes the square root of the second; the inequality is usually stated with the triangle's area, which is half of $|D|$. `exists_basis_sideSum_le` joins the reduction, the far point and $T\le9\rho^2$.

The area limit then follows on multiplying by $\sqrt3$, with the case $D=0$ treated separately. In `triangular_of_optimal`, the assumed equality forces $T=2\sqrt3\,|D|$, and `e1` and `e2` record that the two squares vanish.
